# The derivative of a linear functional of a similarity-transformed Hamiltonian along a commuting direction

Let H, T and τ be finite real matrices, with T and τ commuting, and write H̄(x) = exp(−(T + xτ)) H exp(T + xτ) for the similarity-transformed Hamiltonian. The lemma says that, for any real linear functional f, the derivative of f(H̄(x)) at x = s is f([H̄(s), τ]). H need not be symmetric, and nothing is assumed of T and τ beyond their commuting. The proof writes H̄(x) as exp(−xτ) H̄(0) exp(xτ), differentiates this by the product rule, and then applies f.

Lean 4 with Mathlib refuses this proof:

```lean
import Mathlib

open Matrix

namespace CoupledClusterLagrangian

noncomputable section

variable {n ι : Type*} [Fintype n] [DecidableEq n] [Fintype ι] [DecidableEq ι]

/-- The commutator `[X, Y] = X Y - Y X` of two operators. -/
def comm (X Y : Matrix n n ℝ) : Matrix n n ℝ := X * Y - Y * X

/-- The similarity-transformed Hamiltonian `exp(-T) H exp(T)`. -/
def simTransform (H T : Matrix n n ℝ) : Matrix n n ℝ :=
  NormedSpace.exp (-T) * H * NormedSpace.exp T

/-- Shifting `T` by a commuting operator `s τ` conjugates the transformed Hamiltonian
by `exp(s τ)`. -/
theorem simTransform_shift (H : Matrix n n ℝ) {T τ : Matrix n n ℝ} (h : Commute T τ) (s : ℝ) :
    simTransform H (T + s • τ) =
      NormedSpace.exp (s • (-τ)) * simTransform H T * NormedSpace.exp (s • τ) := by
  have hneg : -(T + s • τ) = s • (-τ) + -T := by
    rw [smul_neg]; abel
  unfold simTransform
  rw [hneg, Matrix.exp_add_of_commute _ _ (h.symm.neg_left.neg_right.smul_left s),
    Matrix.exp_add_of_commute _ _ (h.smul_right s)]
  simp only [mul_assoc]

open scoped Matrix.Norms.Operator in
/-- For commuting `T` and `τ`, any linear functional of the transformed Hamiltonian changes
along `T + s τ` at the rate given by its value on the commutator with `τ`. -/
theorem hasDerivAt_functional (f : Matrix n n ℝ →ₗ[ℝ] ℝ) (H : Matrix n n ℝ)
    {T τ : Matrix n n ℝ} (h : Commute T τ) (s : ℝ) :
    HasDerivAt (fun x : ℝ => f (simTransform H (T + x • τ)))
      (f (comm (simTransform H (T + s • τ)) τ)) s := by
  have hp : HasDerivAt (fun x : ℝ => NormedSpace.exp (x • τ))
      (NormedSpace.exp (s • τ) * τ) s := hasDerivAt_exp_smul_const τ s
  have hm : HasDerivAt (fun x : ℝ => NormedSpace.exp (x • (-τ)))
      ((-τ) * NormedSpace.exp (s • (-τ))) s := hasDerivAt_exp_smul_const' (-τ) s
  -- the product rule for the conjugated Hamiltonian
  have hd := (hm.mul_const (simTransform H T)).fun_mul hp
  have hd' : HasDerivAt (fun x : ℝ => simTransform H (T + x • τ))
      (comm (simTransform H (T + s • τ)) τ) s := by
    convert hd using 1
    · funext x
      exact simTransform_shift H h x
    · rw [simTransform_shift H h s]
      simp only [comm, neg_mul, mul_assoc]
      abel
  exact (LinearMap.toContinuousLinearMap f).hasFDerivAt.comp_hasDerivAt s hd'

end

end CoupledClusterLagrangian
```

Compiling this gives:

```
Main.lean:46:6: error: Tactic `apply` failed: could not unify the conclusion of `@funext`
  ?f = ?g
with the goal
  addCommGroup = Matrix.linftyOpNormedRing.toAddCommGroup

Note: The full type of `@funext` is
  ∀ {α : Sort ?u.124} {β : α → Sort ?u.123} {f g : (x : α) → β x}, (∀ (x : α), f x = g x) → f = g

case e'_4
n : Type u_1
inst✝¹ : Fintype n
inst✝ : DecidableEq n
f : Matrix n n ℝ →ₗ[ℝ] ℝ
H T τ : Matrix n n ℝ
h : Commute T τ
s : ℝ
hp : HasDerivAt (fun x => NormedSpace.exp (x • τ)) (NormedSpace.exp (s • τ) * τ) s
hm : HasDerivAt (fun x => NormedSpace.exp (x • -τ)) (-τ * NormedSpace.exp (s • -τ)) s
hd :
  HasDerivAt (fun i => NormedSpace.exp (i • -τ) * simTransform H T * NormedSpace.exp (i • τ))
    (-τ * NormedSpace.exp (s • -τ) * simTransform H T * NormedSpace.exp (s • τ) +
      NormedSpace.exp (s • -τ) * simTransform H T * (NormedSpace.exp (s • τ) * τ))
    s
⊢ addCommGroup = Matrix.linftyOpNormedRing.toAddCommGroup
Main.lean:48:10: error: Tactic `rewrite` failed: Did not find an occurrence of the pattern
  simTransform H (T + s • τ)
in the target expression
  module = (NormedAlgebra.toNormedSpace (Matrix n n ℝ)).toModule

case e'_5
n : Type u_1
inst✝¹ : Fintype n
inst✝ : DecidableEq n
f : Matrix n n ℝ →ₗ[ℝ] ℝ
H T τ : Matrix n n ℝ
h : Commute T τ
s : ℝ
hp : HasDerivAt (fun x => NormedSpace.exp (x • τ)) (NormedSpace.exp (s • τ) * τ) s
hm : HasDerivAt (fun x => NormedSpace.exp (x • -τ)) (-τ * NormedSpace.exp (s • -τ)) s
hd :
  HasDerivAt (fun i => NormedSpace.exp (i • -τ) * simTransform H T * NormedSpace.exp (i • τ))
    (-τ * NormedSpace.exp (s • -τ) * simTransform H T * NormedSpace.exp (s • τ) +
      NormedSpace.exp (s • -τ) * simTransform H T * (NormedSpace.exp (s • τ) * τ))
    s
e_4✝ : addCommGroup = Matrix.linftyOpNormedRing.toAddCommGroup
⊢ module = (NormedAlgebra.toNormedSpace (Matrix n n ℝ)).toModule
Main.lean:44:49: error: unsolved goals
case e'_6
n : Type u_1
inst✝¹ : Fintype n
inst✝ : DecidableEq n
f : Matrix n n ℝ →ₗ[ℝ] ℝ
H T τ : Matrix n n ℝ
h : Commute T τ
s : ℝ
hp : HasDerivAt (fun x => NormedSpace.exp (x • τ)) (NormedSpace.exp (s • τ) * τ) s
hm : HasDerivAt (fun x => NormedSpace.exp (x • -τ)) (-τ * NormedSpace.exp (s • -τ)) s
hd :
  HasDerivAt (fun i => NormedSpace.exp (i • -τ) * simTransform H T * NormedSpace.exp (i • τ))
    (-τ * NormedSpace.exp (s • -τ) * simTransform H T * NormedSpace.exp (s • τ) +
      NormedSpace.exp (s • -τ) * simTransform H T * (NormedSpace.exp (s • τ) * τ))
    s
⊢ instTopologicalSpaceMatrix = PseudoMetricSpace.toUniformSpace.toTopologicalSpace

case e'_8
n : Type u_1
inst✝¹ : Fintype n
inst✝ : DecidableEq n
f : Matrix n n ℝ →ₗ[ℝ] ℝ
H T τ : Matrix n n ℝ
h : Commute T τ
s : ℝ
hp : HasDerivAt (fun x => NormedSpace.exp (x • τ)) (NormedSpace.exp (s • τ) * τ) s
hm : HasDerivAt (fun x => NormedSpace.exp (x • -τ)) (-τ * NormedSpace.exp (s • -τ)) s
hd :
  HasDerivAt (fun i => NormedSpace.exp (i • -τ) * simTransform H T * NormedSpace.exp (i • τ))
    (-τ * NormedSpace.exp (s • -τ) * simTransform H T * NormedSpace.exp (s • τ) +
      NormedSpace.exp (s • -τ) * simTransform H T * (NormedSpace.exp (s • τ) * τ))
    s
⊢ (fun x => simTransform H (T + x • τ)) = fun i => NormedSpace.exp (i • -τ) * simTransform H T * NormedSpace.exp (i • τ)

case e'_9
n : Type u_1
inst✝¹ : Fintype n
inst✝ : DecidableEq n
f : Matrix n n ℝ →ₗ[ℝ] ℝ
H T τ : Matrix n n ℝ
h : Commute T τ
s : ℝ
hp : HasDerivAt (fun x => NormedSpace.exp (x • τ)) (NormedSpace.exp (s • τ) * τ) s
hm : HasDerivAt (fun x => NormedSpace.exp (x • -τ)) (-τ * NormedSpace.exp (s • -τ)) s
hd :
  HasDerivAt (fun i => NormedSpace.exp (i • -τ) * simTransform H T * NormedSpace.exp (i • τ))
    (-τ * NormedSpace.exp (s • -τ) * simTransform H T * NormedSpace.exp (s • τ) +
      NormedSpace.exp (s • -τ) * simTransform H T * (NormedSpace.exp (s • τ) * τ))
    s
⊢ comm (simTransform H (T + s • τ)) τ =
    -τ * NormedSpace.exp (s • -τ) * simTransform H T * NormedSpace.exp (s • τ) +
      NormedSpace.exp (s • -τ) * simTransform H T * (NormedSpace.exp (s • τ) * τ)
```

As a diff, the version that Lean accepts:

```diff
@@ -43,10 +43,13 @@
   have hd' : HasDerivAt (fun x : ℝ => simTransform H (T + x • τ))
       (comm (simTransform H (T + s • τ)) τ) s := by
-    convert hd using 1
-    · funext x
-      exact simTransform_shift H h x
-    · rw [simTransform_shift H h s]
-      simp only [comm, neg_mul, mul_assoc]
-      abel
+    have hfun : (fun x : ℝ => simTransform H (T + x • τ)) = fun x : ℝ =>
+        NormedSpace.exp (x • (-τ)) * simTransform H T * NormedSpace.exp (x • τ) :=
+      funext fun x => simTransform_shift H h x
+    have alg : ∀ A B C : Matrix n n ℝ,
+        -τ * A * B * C + A * B * (C * τ) = comm (A * B * C) τ := by
+      intro A B C
+      simp only [comm, neg_mul, mul_assoc, neg_add_eq_sub]
+    rw [hfun, simTransform_shift H h s, ← alg]
+    exact hd
   exact (LinearMap.toContinuousLinearMap f).hasFDerivAt.comp_hasDerivAt s hd'
 
```

Diagnosis. All three errors come from `convert hd using 1`. The target and `hd` are both `HasDerivAt` statements, but their additive group, module and topology on matrices are written differently: those in `hd` come from the operator norm. `convert` therefore left five goals, three of them equations between these structures, ahead of the two the proof expected.

The two bullets went to the first two goals. `funext x` met an equation between additive groups, which is not one between functions, and `rw` found no `simTransform` in an equation between modules. The third error lists the three goals left over, among them the two the bullets were written for.

The repair does without `convert`. It rewrites the function with `hfun`, and the derivative with `simTransform_shift` and `alg`, until both read as in `hd`. Then `exact hd` succeeds, because Lean can unfold the two sets of structures and find them equal by definition.

The algebra now sits in `alg`, where `neg_add_eq_sub` does the work meant for `abel`. The old algebra steps never reached their intended goal, so the messages don't show whether they would have worked.
